# Six Equivalent Octahedral Axial Hybrids Are Orthonormal Exactly for s, p, d Weights 1/6, 1/2, 1/3

Let six hybrids on one atom point along the positive and negative Cartesian axes, all with the same s, p and d amplitudes a, b, c and each with its d part axial about its own direction. They are orthonormal if and only if

a² = 1/6, b² = 1/2, c² = 1/3.

These are the weights of sp3d2. The six hybrids then expand every combination of the s function, the three p functions and the two d functions d(z²) and d(x²−y²). For analysing localised orbitals this gives a reference composition, within a model of one centre with orthonormal s, p and d functions; it does not say how much d character a real molecule has.

## From overlap to weights

Describe an orbital by a number s, a vector p and a matrix D. For a unit vector n giving the direction of observation, the d part has the angular form nᵀDn, with D symmetric and traceless. The angular overlap of two such functions is proportional to the sum of products of their matrix entries, so this sum, suitably scaled, serves as the d overlap.

The axial d function along a unit vector u is

D(u) = N (uuᵀ − 1/3), N = √(3/2),

where 1/3 means one third of the unit matrix. For two unit vectors u and v with direction cosine x = u·v, the entrywise product sums to

N² (x² − 1/3 − 1/3 + 3/9) = (3/2)(x² − 1/3) = (3x² − 1)/2.

At x = 1 this equals 1, so N normalises the function. The hybrid along u has parts a, bu and cD(u), and two hybrids therefore overlap as

S(x) = a² + b²x + c²(3x² − 1)/2.

Normalisation and orthogonality at 90 and 180 degrees require

S(1) = a² + b² + c² = 1
S(0) = a² − c²/2 = 0
S(−1) = a² − b² + c² = 0.

Subtracting the third equation from the first gives b² = 1/2, hence a² + c² = 1/2. The second gives c² = 2a², so a² = 1/6 and c² = 1/3. Conversely, these values satisfy all three equations. Only the squares are fixed; the signs of the amplitudes remain free.

With these weights the overlap becomes

S(x) = 1/6 + x/2 + (3x² − 1)/6 = x(x + 1)/2,

which vanishes only at x = 0 and x = −1. No other angle gives orthogonal hybrids when both have the same amplitudes a, b, c with these weights.

## Expanding the six-dimensional sp3d2 space

Let e₀, e₁, e₂ be the Cartesian unit vectors. Take an orbital with parts s, p and diag(q₀, q₁, q₂), where q₀ + q₁ + q₂ = 0. Such diagonal matrices form a two-dimensional space, spanned by d(z²) and d(x²−y²); the other three d functions have off-diagonal matrices. The overlap with the hybrid along ±eᵢ is

as ± bpᵢ + cNqᵢ,

because the trace term in D(eᵢ) multiplies q₀ + q₁ + q₂ = 0. Multiply each hybrid by its coefficient and add all six:

- The s part is 6a²s + 2acN(q₀ + q₁ + q₂) = s.
- In component i of the p part, opposite directions leave 2b²pᵢ = pᵢ.
- In the d part, the p terms cancel between opposite directions, and the s terms cancel because the matrices eᵢeᵢᵀ − 1/3 add to zero. What remains on the diagonal is 2c²N²qᵢ = qᵢ, since c²N² = 1/2.

The original orbital is recovered.

## The coefficients in a program

With positive amplitudes and axes 0, 1, 2 named x, y, z, the hybrids in a normalised real basis are

±z: s/√6 ± p(z)/√2 + d(z²)/√3
±x: s/√6 ± p(x)/√2 − d(z²)/√12 + d(x²−y²)/2
±y: s/√6 ± p(y)/√2 − d(z²)/√12 − d(x²−y²)/2.

Stored as the rows of a 6 by 6 matrix C, they satisfy CCᵀ = 1, which is a quick numerical check. To read the weights from a computed hybrid in an orthonormal basis, one adds the squared coefficients of all functions of the same type, s, p or d. The d weight along x, for example, is 1/12 + 1/4 = 1/3.

## Orbitals and hybrids in Lean

```lean
import Mathlib

open Matrix

namespace OctahedralHybrids

noncomputable section
```

An orbital is a nested triple of real data.

```lean
/-- An orbital with s, p and d parts: a number, a vector and a 3 by 3 matrix. -/
abbrev Orbital := ℝ × (Fin 3 → ℝ) × Matrix (Fin 3) (Fin 3) ℝ
```

The type admits any 3 by 3 matrix. Symmetry and zero trace are properties of the particular d functions used below, not conditions built into `Orbital`. Radial functions do not appear: each shell is taken to have one fixed, normalised radial part.

```lean
/-- The overlap of two orbitals: the sum of the s, p and d contributions. -/
def overlap (f g : Orbital) : ℝ :=
  f.1 * g.1 + f.2.1 ⬝ᵥ g.2.1 + ∑ i, ∑ j, f.2.2 i j * g.2.2 i j
```

The three terms are the s, p and d overlaps. There are no cross terms, because s, p and d functions on one centre are orthogonal to each other through their angular parts.

```lean
/-- The normalisation constant `√(3/2)` of an axial d function. -/
def dNorm : ℝ := Real.sqrt (3 / 2)

/-- For a unit vector `u`, the axial d function along `u`, as the matrix `√(3/2) (u uᵀ - 1/3)`. -/
def dAxial (u : Fin 3 → ℝ) : Matrix (Fin 3) (Fin 3) ℝ :=
  Matrix.of fun i j => dNorm * (u i * u j - if i = j then 1 / 3 else 0)
```

Here `dNorm` is N, and the conditional expression subtracts 1/3 on the diagonal.

```lean
/-- For a unit vector `u`, the axial hybrid along `u` with s, p and d amplitudes `a`, `b`, `c`. -/
def hybrid (a b c : ℝ) (u : Fin 3 → ℝ) : Orbital := (a, b • u, c • dAxial u)
```

The arguments `a`, `b`, `c` are amplitudes, so the weights are their squares. Using the same three for every direction expresses the equivalence of the hybrids.

```lean
/-- The six octahedral directions: a Cartesian axis and a sense along it. -/
def octaDir (k : Fin 3 × Bool) : Fin 3 → ℝ :=
  fun j => if j = k.1 then (if k.2 then 1 else -1) else 0
```

A direction is labelled by an axis, numbered 0 to 2, and a Boolean: `true` for the positive sense and `false` for the negative.

## The Legendre polynomial and the overlap law

```lean
/-- The square of the d normalisation constant is `3/2`. -/
theorem dNorm_sq : dNorm ^ 2 = 3 / 2 := Real.sq_sqrt (by norm_num)

/-- The axial d function along a unit vector is a symmetric traceless matrix. -/
theorem dAxial_symm_traceless {u : Fin 3 → ℝ} (hu : u ⬝ᵥ u = 1) :
    (dAxial u).IsSymm ∧ (dAxial u).trace = 0 := by
  constructor
  · apply Matrix.IsSymm.ext
    intro i j
    fin_cases i <;> fin_cases j <;> simp [dAxial, mul_comm]
  · have h : (dAxial u).trace = dNorm * (u ⬝ᵥ u - 1) := by
      simp [Matrix.trace, dAxial, dotProduct, Fin.sum_univ_three]
      ring
    rw [h, hu]
    ring
```

Symmetry is checked entry by entry. The trace is N(u·u − 1), which vanishes for a unit vector; the hypothesis `hu` supplies exactly that.

```lean
/-- Two axial d functions overlap as the second Legendre polynomial of the
direction cosine. -/
theorem dAxial_overlap {u v : Fin 3 → ℝ} (hu : u ⬝ᵥ u = 1) (hv : v ⬝ᵥ v = 1) :
    ∑ i, ∑ j, dAxial u i j * dAxial v i j = (3 * (u ⬝ᵥ v) ^ 2 - 1) / 2 := by
  have h : ∑ i, ∑ j, dAxial u i j * dAxial v i j =
      dNorm ^ 2 * ((u ⬝ᵥ v) ^ 2 - (u ⬝ᵥ u) / 3 - (v ⬝ᵥ v) / 3 + 1 / 3) := by
    simp [dAxial, dotProduct, Fin.sum_univ_three]
    ring
  rw [h, hu, hv, dNorm_sq]
  ring
```

The intermediate equation `h` expands the double sum before the lengths are set to one. Inserting u·u = v·v = 1 and N² = 3/2 gives the polynomial found by hand.

```lean
/-- Two equivalent axial hybrids with direction cosine `x` overlap as
`a² + b² x + c² (3x² - 1)/2`. -/
theorem overlap_hybrid (a b c : ℝ) {u v : Fin 3 → ℝ}
    (hu : u ⬝ᵥ u = 1) (hv : v ⬝ᵥ v = 1) :
    overlap (hybrid a b c u) (hybrid a b c v) =
      a ^ 2 + b ^ 2 * (u ⬝ᵥ v) + c ^ 2 * ((3 * (u ⬝ᵥ v) ^ 2 - 1) / 2) := by
  have hs : ∑ i, ∑ j, (c • dAxial u) i j * (c • dAxial v) i j =
      c ^ 2 * ∑ i, ∑ j, dAxial u i j * dAxial v i j := by
    simp only [Fin.sum_univ_three, Matrix.smul_apply, smul_eq_mul]
    ring
  simp only [overlap, hybrid]
  rw [hs, dAxial_overlap hu hv, smul_dotProduct, dotProduct_smul]
  simp only [smul_eq_mul]
  ring
```

This is S(x), with `u ⬝ᵥ v` as the direction cosine. The auxiliary equation `hs` takes c² out of the d contribution.

## Three conditions and the octahedron

```lean
/-- Normalisation and orthogonality at 90 and 180 degrees hold exactly when the
s, p and d weights are 1/6, 1/2 and 1/3. -/
theorem weights_forced (a b c : ℝ) {u v : Fin 3 → ℝ}
    (hu : u ⬝ᵥ u = 1) (hv : v ⬝ᵥ v = 1) (huv : u ⬝ᵥ v = 0) :
    (overlap (hybrid a b c u) (hybrid a b c u) = 1 ∧
      overlap (hybrid a b c u) (hybrid a b c v) = 0 ∧
      overlap (hybrid a b c u) (hybrid a b c (-u)) = 0) ↔
    (a ^ 2 = 1 / 6 ∧ b ^ 2 = 1 / 2 ∧ c ^ 2 = 1 / 3) := by
  have hn : (-u) ⬝ᵥ (-u) = 1 := by rw [neg_dotProduct, dotProduct_neg, hu]; norm_num
  have hun : u ⬝ᵥ (-u) = -1 := by rw [dotProduct_neg, hu]
  rw [overlap_hybrid a b c hu hu, overlap_hybrid a b c hu hv,
    overlap_hybrid a b c hu hn, hu, huv, hun]
  -- three linear equations for the three weights
  constructor
  · rintro ⟨h1, h2, h3⟩
    refine ⟨?_, ?_, ?_⟩ <;> linarith
  · rintro ⟨h1, h2, h3⟩
    refine ⟨?_, ?_, ?_⟩ <;> linarith
```

The vectors u and v are any perpendicular unit pair, and −u supplies the direction at 180 degrees. After rewriting, the left-hand side consists of S(1) = 1, S(0) = 0 and S(−1) = 0. These are linear in a², b² and c², so `linarith` settles both directions of the equivalence.

```lean
/-- The direction cosines of the octahedron are 1, -1 and 0. -/
theorem octaDir_dot (k l : Fin 3 × Bool) :
    octaDir k ⬝ᵥ octaDir l =
      if k.1 = l.1 then (if k.2 = l.2 then 1 else -1) else 0 := by
  obtain ⟨i, s⟩ := k
  obtain ⟨j, t⟩ := l
  fin_cases i <;> fin_cases j <;> cases s <;> cases t <;>
    simp [octaDir, dotProduct]
```

Two octahedral directions on the same axis have cosine 1 or −1, and those on different axes have cosine 0.

```lean
/-- The six hybrids along the octahedral directions are orthonormal exactly when
the s, p and d weights are 1/6, 1/2 and 1/3. -/
theorem octahedral_orthonormal_iff (a b c : ℝ) :
    (∀ k l, overlap (hybrid a b c (octaDir k)) (hybrid a b c (octaDir l)) =
      if k = l then 1 else 0) ↔
    (a ^ 2 = 1 / 6 ∧ b ^ 2 = 1 / 2 ∧ c ^ 2 = 1 / 3) := by
  have unit : ∀ k, octaDir k ⬝ᵥ octaDir k = 1 := fun k => by simp [octaDir_dot]
  constructor
  · intro h
    -- one coincident, one perpendicular and one opposite pair suffice
    have h1 := h (0, true) (0, true)
    have h2 := h (0, true) (1, true)
    have h3 := h (0, true) (0, false)
    rw [overlap_hybrid a b c (unit _) (unit _), octaDir_dot] at h1 h2 h3
    norm_num at h1 h2 h3
    refine ⟨?_, ?_, ?_⟩ <;> linarith
  · rintro ⟨ha, hb, hc⟩ ⟨i, s⟩ ⟨j, t⟩
    rw [overlap_hybrid a b c (unit _) (unit _), octaDir_dot, ha, hb, hc]
    cases s <;> cases t <;> by_cases hij : i = j <;> norm_num [hij]
```

The left-hand side is the full orthonormality table of the six hybrids. To derive the weights, the proof uses only one coincident, one perpendicular and one opposite pair. For the converse, it substitutes the weights and checks each kind of pair.

```lean
/-- With weights 1/6, 1/2 and 1/3, two hybrids along unit vectors and with the same amplitudes are
orthogonal exactly when their direction cosine is 0 or -1. -/
theorem orthogonal_iff_angle {a b c : ℝ} (ha : a ^ 2 = 1 / 6) (hb : b ^ 2 = 1 / 2)
    (hc : c ^ 2 = 1 / 3) {u v : Fin 3 → ℝ} (hu : u ⬝ᵥ u = 1) (hv : v ⬝ᵥ v = 1) :
    overlap (hybrid a b c u) (hybrid a b c v) = 0 ↔ u ⬝ᵥ v = 0 ∨ u ⬝ᵥ v = -1 := by
  rw [overlap_hybrid a b c hu hv, ha, hb, hc]
  constructor
  · intro h
    have hx : (u ⬝ᵥ v) * (u ⬝ᵥ v + 1) = 0 := by linear_combination 2 * h
    rcases mul_eq_zero.1 hx with h0 | h1
    · exact Or.inl h0
    · exact Or.inr (by linarith)
  · rintro (h | h) <;> rw [h] <;> norm_num
```

Here the weights are hypotheses and the angle is unknown. Twice the overlap equation is x(x + 1) = 0, and `mul_eq_zero` splits it into the two permitted cosines.

## Coefficients and reconstruction

```lean
/-- The overlap of an octahedral hybrid with an orbital whose d part is diagonal
and traceless. -/
theorem octahedral_coefficient (a b c s : ℝ) (p q : Fin 3 → ℝ)
    (hq : q 0 + q 1 + q 2 = 0) (i : Fin 3) (t : Bool) :
    overlap (hybrid a b c (octaDir (i, t))) (s, p, Matrix.diagonal q) =
      a * s + (if t then 1 else -1) * b * p i + c * dNorm * q i := by
  fin_cases i <;> cases t <;>
    simp [overlap, hybrid, dAxial, octaDir, dotProduct, Fin.sum_univ_three,
      -mul_eq_mul_left_iff, -mul_eq_mul_right_iff] <;>
    linear_combination (-(c * dNorm / 3)) * hq
```

This formula for the coefficient holds for arbitrary amplitudes. The final `linear_combination` removes the trace term by means of `hq`, the condition q₀ + q₁ + q₂ = 0.

```lean
/-- With weights 1/6, 1/2 and 1/3, the six octahedral hybrids expand every orbital
whose d part is diagonal and traceless, with the overlaps as coefficients. -/
theorem octahedral_complete {a b c : ℝ} (ha : a ^ 2 = 1 / 6) (hb : b ^ 2 = 1 / 2)
    (hc : c ^ 2 = 1 / 3) (s : ℝ) (p q : Fin 3 → ℝ) (hq : q 0 + q 1 + q 2 = 0) :
    ∑ k, overlap (hybrid a b c (octaDir k)) (s, p, Matrix.diagonal q) •
      hybrid a b c (octaDir k) = ((s, p, Matrix.diagonal q) : Orbital) := by
  have hcd : c ^ 2 * dNorm ^ 2 = 1 / 2 := by rw [hc, dNorm_sq]; norm_num
  rw [Fintype.sum_prod_type]
  simp only [Fin.sum_univ_three, Fintype.sum_bool, octahedral_coefficient a b c s p q hq]
  refine Prod.ext ?_ (Prod.ext ?_ ?_)
  · -- s part
    simp [hybrid]
    linear_combination 6 * s * ha + 2 * a * c * dNorm * hq
  · -- p part
    ext j
    fin_cases j <;> simp [hybrid, octaDir]
    · linear_combination 2 * p 0 * hb
    · linear_combination 2 * p 1 * hb
    · linear_combination 2 * p 2 * hb
  · -- d part: only the diagonal entries remain
    ext i j
    fin_cases i <;> fin_cases j <;> simp [hybrid, dAxial, octaDir]
    · linear_combination 2 * q 0 * hcd - 2 / 3 * c ^ 2 * dNorm ^ 2 * hq
    · linear_combination 2 * q 1 * hcd - 2 / 3 * c ^ 2 * dNorm ^ 2 * hq
    · linear_combination 2 * q 2 * hcd - 2 / 3 * c ^ 2 * dNorm ^ 2 * hq

end

end OctahedralHybrids
```

The sum runs over all six directions, and the equality is one of complete orbitals: s, p and d parts together. The proof separates these parts with `Prod.ext` and follows the three cancellations above. In the s part, `ha` contributes 6a² = 1; in the p part, `hb` contributes 2b² = 1; on the diagonal of the d part, `hcd` contributes 2c²N² = 1. The restriction to `Matrix.diagonal q` with zero trace is what selects two d functions out of five.

```lean
#print axioms OctahedralHybrids.weights_forced
#print axioms OctahedralHybrids.octahedral_orthonormal_iff
#print axioms OctahedralHybrids.orthogonal_iff_angle
#print axioms OctahedralHybrids.octahedral_complete
```

```
'OctahedralHybrids.weights_forced' depends on axioms: [propext, Classical.choice, Quot.sound]
'OctahedralHybrids.octahedral_orthonormal_iff' depends on axioms: [propext, Classical.choice, Quot.sound]
'OctahedralHybrids.orthogonal_iff_angle' depends on axioms: [propext, Classical.choice, Quot.sound]
'OctahedralHybrids.octahedral_complete' depends on axioms: [propext, Classical.choice, Quot.sound]
```
